# T-moves with a suitable accept–reject step leave ψ² stationary for a finite symmetric potential matrix

In diffusion Monte Carlo (DMC) with a nonlocal pseudopotential, a T-move proposes that a walker jump from its configuration x to another configuration y, and the jump can then be accepted or rejected by comparing a normalizer at x with the one at y. For a finite set of configurations and a real symmetric potential matrix V, the Lean file below proves that this step preserves the distribution proportional to ψ², where ψ is the guiding function, taken to be real and nonzero on every configuration.

```lean
import Mathlib

open Finset

namespace TMoveStationarity

noncomputable section

variable {n : Type*} [Fintype n] [DecidableEq n]

/-- The T-move rate from `x` to `y`: the positive part of `-V x y * ψ y / ψ x` for distinct
configurations, and zero for `x = y`. The guiding function takes nonzero real values. -/
def rate (V : Matrix n n ℝ) (ψ : n → ℝˣ) (x y : n) : ℝ :=
  if x = y then 0 else max 0 (-(V x y * (ψ y : ℝ) / (ψ x : ℝ)))

/-- The normalizer `N x = 1 + τ ∑ y, t x y` of the T-move proposal. -/
def normalizer (V : Matrix n n ℝ) (ψ : n → ℝˣ) (τ : ℝ) (x : n) : ℝ :=
  1 + τ * ∑ y, rate V ψ x y

/-- The probability `τ t x y / N x` of proposing a move from `x` to another configuration `y`,
for time steps `τ ≥ 0`. -/
def proposal (V : Matrix n n ℝ) (ψ : n → ℝˣ) (τ : ℝ) (x y : n) : ℝ :=
  τ * rate V ψ x y / normalizer V ψ τ x

/-- The probability of proposing a move from `x` to `y` and accepting it with probability
`min (1, N x / N y)`, for time steps `τ ≥ 0`. -/
def accepted (V : Matrix n n ℝ) (ψ : n → ℝˣ) (τ : ℝ) (x y : n) : ℝ :=
  proposal V ψ τ x y * min 1 (normalizer V ψ τ x / normalizer V ψ τ y)

/-- The transition matrix with move probabilities `q`, in which the walker stays where it is
with the remaining probability. -/
def withStay (q : n → n → ℝ) (x y : n) : ℝ :=
  q x y + if x = y then 1 - ∑ z, q x z else 0

/-- The weight `p` is unchanged by one step of the transition matrix `P`. -/
def IsStationary (p : n → ℝ) (P : n → n → ℝ) : Prop :=
  ∀ y, ∑ x, p x * P x y = p y

/-- The normalized distribution `ψ² / ∑ ψ²` on a nonempty set of configurations. -/
def density (ψ : n → ℝˣ) (x : n) : ℝ :=
  (ψ x : ℝ) ^ 2 / ∑ z, (ψ z : ℝ) ^ 2

omit [Fintype n] in
/-- T-move rates are nonnegative. -/
theorem rate_nonneg (V : Matrix n n ℝ) (ψ : n → ℝˣ) (x y : n) : 0 ≤ rate V ψ x y := by
  unfold rate
  split_ifs
  · exact le_rfl
  · exact le_max_left _ _

/-- The normalizer is positive for every nonnegative time step. -/
theorem normalizer_pos (V : Matrix n n ℝ) (ψ : n → ℝˣ) {τ : ℝ} (hτ : 0 ≤ τ) (x : n) :
    0 < normalizer V ψ τ x := by
  have h : 0 ≤ ∑ y, rate V ψ x y := Finset.sum_nonneg fun y _ => rate_nonneg V ψ x y
  have h' := mul_nonneg hτ h
  unfold normalizer
  linarith

omit [Fintype n] in
/-- For a symmetric `V` the T-move rates obey detailed balance with respect to `ψ²`. -/
theorem rate_balance {V : Matrix n n ℝ} (hV : V.IsSymm) (ψ : n → ℝˣ) (x y : n) :
    (ψ x : ℝ) ^ 2 * rate V ψ x y = (ψ y : ℝ) ^ 2 * rate V ψ y x := by
  by_cases h : x = y
  · subst h
    rfl
  have hx := (ψ x).ne_zero
  have hy := (ψ y).ne_zero
  have e : (ψ x : ℝ) ^ 2 * (-(V x y * (ψ y : ℝ) / (ψ x : ℝ)))
      = (ψ y : ℝ) ^ 2 * (-(V x y * (ψ x : ℝ) / (ψ y : ℝ))) := by
    field_simp
  unfold rate
  rw [if_neg h, if_neg (Ne.symm h), mul_max_of_nonneg _ _ (sq_nonneg (ψ x : ℝ)),
    mul_max_of_nonneg _ _ (sq_nonneg (ψ y : ℝ)), hV.apply x y, e, mul_zero, mul_zero]

/-- A weight is stationary exactly when the total flow into each configuration equals the
total flow out of it. -/
theorem stationary_iff_flux (p : n → ℝ) (q : n → n → ℝ) :
    IsStationary p (withStay q) ↔ ∀ y, ∑ x, p x * q x y = ∑ x, p y * q y x := by
  have key : ∀ y, ∑ x, p x * withStay q x y
      = ∑ x, p x * q x y + (p y - ∑ x, p y * q y x) := by
    intro y
    simp only [withStay, mul_add, Finset.sum_add_distrib, mul_ite, mul_zero,
      Finset.sum_ite_eq', Finset.mem_univ, if_true, mul_sub, mul_one, Finset.mul_sum]
  constructor
  · intro h y
    have h1 : ∑ x, p x * withStay q x y = p y := h y
    linarith [key y]
  · intro h y
    linarith [key y, h y]

/-- For a symmetric `V` and `τ ≥ 0`, T-moves with the acceptance step obey detailed balance with
respect to `ψ²`. -/
theorem accepted_balance {V : Matrix n n ℝ} (hV : V.IsSymm) (ψ : n → ℝˣ) {τ : ℝ}
    (hτ : 0 ≤ τ) (x y : n) :
    (ψ x : ℝ) ^ 2 * accepted V ψ τ x y = (ψ y : ℝ) ^ 2 * accepted V ψ τ y x := by
  have hb := rate_balance hV ψ x y
  have hx := normalizer_pos V ψ hτ x
  have hy := normalizer_pos V ψ hτ y
  unfold accepted proposal
  -- the larger of the two normalizers divides the flow in both directions
  rcases le_total (normalizer V ψ τ x) (normalizer V ψ τ y) with h | h
  · rw [min_eq_right ((div_le_one hy).2 h), min_eq_left ((one_le_div hx).2 h),
      div_mul_div_cancel₀ hx.ne']
    linear_combination (τ / normalizer V ψ τ y) * hb
  · rw [min_eq_left ((one_le_div hy).2 h), min_eq_right ((div_le_one hx).2 h),
      div_mul_div_cancel₀ hy.ne']
    linear_combination (τ / normalizer V ψ τ x) * hb

/-- For `τ ≥ 0`, the T-move step with acceptance has nonnegative transition probabilities that sum
to one. -/
theorem accepted_stochastic (V : Matrix n n ℝ) (ψ : n → ℝˣ) {τ : ℝ} (hτ : 0 ≤ τ) (x : n) :
    (∀ y, 0 ≤ withStay (accepted V ψ τ) x y) ∧ ∑ y, withStay (accepted V ψ τ) x y = 1 := by
  have hN := normalizer_pos V ψ hτ
  have hp : ∀ y, 0 ≤ proposal V ψ τ x y := fun y =>
    div_nonneg (mul_nonneg hτ (rate_nonneg V ψ x y)) (hN x).le
  have ha : ∀ y, 0 ≤ accepted V ψ τ x y := fun y =>
    mul_nonneg (hp y) (le_min zero_le_one (div_nonneg (hN x).le (hN y).le))
  have hs : ∑ y, proposal V ψ τ x y ≤ 1 := by
    simp only [proposal]
    rw [← Finset.sum_div, ← Finset.mul_sum, div_le_one (hN x)]
    unfold normalizer
    linarith
  have hle : ∑ y, accepted V ψ τ x y ≤ ∑ y, proposal V ψ τ x y :=
    Finset.sum_le_sum fun y _ => mul_le_of_le_one_right (hp y) (min_le_left _ _)
  constructor
  · intro y
    unfold withStay
    split_ifs <;> linarith [ha y]
  · simp only [withStay, Finset.sum_add_distrib, Finset.sum_ite_eq, Finset.mem_univ, if_true]
    ring

/-- For a symmetric `V`, `τ ≥ 0` and a nonempty set of configurations, the distribution `ψ² / ∑ ψ²`
is strictly positive, normalized, and stationary under T-moves accepted with probability `min (1, N
x / N y)`. -/
theorem tmove_stationary [Nonempty n] {V : Matrix n n ℝ} (hV : V.IsSymm) (ψ : n → ℝˣ)
    {τ : ℝ} (hτ : 0 ≤ τ) :
    (∀ x, 0 < density ψ x) ∧ ∑ x, density ψ x = 1 ∧
      IsStationary (density ψ) (withStay (accepted V ψ τ)) := by
  have hpos : ∀ x, 0 < (ψ x : ℝ) ^ 2 := fun x => by
    have := (ψ x).ne_zero
    positivity
  have hS : 0 < ∑ z, (ψ z : ℝ) ^ 2 :=
    Finset.sum_pos (fun x _ => hpos x) Finset.univ_nonempty
  refine ⟨fun x => div_pos (hpos x) hS, ?_, ?_⟩
  · simp only [density]
    rw [← Finset.sum_div, div_self hS.ne']
  · rw [stationary_iff_flux]
    intro y
    refine Finset.sum_congr rfl fun x _ => ?_
    unfold density
    linear_combination (∑ z, (ψ z : ℝ) ^ 2)⁻¹ * accepted_balance hV ψ hτ x y

/-- For a symmetric `V` and `τ ≥ 0`, the weight `ψ² N` is stationary if every proposed T-move is
accepted. -/
theorem uncorrected_stationary {V : Matrix n n ℝ} (hV : V.IsSymm) (ψ : n → ℝˣ) {τ : ℝ}
    (hτ : 0 ≤ τ) :
    IsStationary (fun x => (ψ x : ℝ) ^ 2 * normalizer V ψ τ x)
      (withStay (proposal V ψ τ)) := by
  have e : ∀ z w, normalizer V ψ τ z * proposal V ψ τ z w = τ * rate V ψ z w := fun z w =>
    mul_div_cancel₀ _ (normalizer_pos V ψ hτ z).ne'
  rw [stationary_iff_flux]
  intro y
  refine Finset.sum_congr rfl fun x _ => ?_
  linear_combination (ψ x : ℝ) ^ 2 * e x y - (ψ y : ℝ) ^ 2 * e y x + τ * rate_balance hV ψ x y

/-- Let `V` be symmetric and `τ > 0`. If every proposed T-move is accepted, `ψ²` is stationary
exactly when the normalizer takes equal values on any two configurations joined by a positive rate.
-/
theorem uncorrected_iff {V : Matrix n n ℝ} (hV : V.IsSymm) (ψ : n → ℝˣ) {τ : ℝ}
    (hτ : 0 < τ) :
    IsStationary (fun x => (ψ x : ℝ) ^ 2) (withStay (proposal V ψ τ)) ↔
      ∀ x y, 0 < rate V ψ x y → normalizer V ψ τ x = normalizer V ψ τ y := by
  -- a function harmonic for symmetric nonnegative weights is constant along each link
  have key : ∀ (s : n → n → ℝ) (f : n → ℝ), (∀ x y, s x y = s y x) → (∀ x y, 0 ≤ s x y) →
      (∀ y, ∑ x, s x y * (f x - f y) = 0) → ∀ x y, s x y * (f x - f y) ^ 2 = 0 := by
    intro s f hs hn h x y
    have hA : ∑ y, ∑ x, s x y * (f x - f y) * f y = 0 :=
      Finset.sum_eq_zero fun y _ => by rw [← Finset.sum_mul, h y, zero_mul]
    have hB : ∑ y, ∑ x, s x y * (f x - f y) * f x = 0 := by
      rw [Finset.sum_comm]
      refine Finset.sum_eq_zero fun x _ => ?_
      have h1 : ∑ y, s x y * (f x - f y) * f x = ∑ y, s y x * (f y - f x) * (-f x) :=
        Finset.sum_congr rfl fun y _ => by
          linear_combination (f x - f y) * f x * hs x y
      rw [h1, ← Finset.sum_mul, h x, zero_mul]
    have hQ : ∑ y, ∑ x, s x y * (f x - f y) ^ 2 = 0 := by
      rw [← sub_zero (0 : ℝ)]
      nth_rewrite 1 [← hB]
      rw [← hA, ← Finset.sum_sub_distrib]
      refine Finset.sum_congr rfl fun y _ => ?_
      rw [← Finset.sum_sub_distrib]
      exact Finset.sum_congr rfl fun x _ => by ring
    have h0 : ∀ x y, 0 ≤ s x y * (f x - f y) ^ 2 := fun x y =>
      mul_nonneg (hn x y) (sq_nonneg _)
    have h2 := (Finset.sum_eq_zero_iff_of_nonneg
      (fun y _ => Finset.sum_nonneg fun x _ => h0 x y)).1 hQ y (Finset.mem_univ y)
    exact (Finset.sum_eq_zero_iff_of_nonneg (fun x _ => h0 x y)).1 h2 x (Finset.mem_univ x)
  rw [stationary_iff_flux]
  constructor
  · intro h x y hxy
    have hf : ∀ y, ∑ x, (ψ x : ℝ) ^ 2 * rate V ψ x y *
        ((normalizer V ψ τ x)⁻¹ - (normalizer V ψ τ y)⁻¹) = 0 := by
      intro y
      refine (mul_eq_zero.1 ?_).resolve_left hτ.ne'
      rw [← sub_eq_zero.2 (h y), Finset.mul_sum, ← Finset.sum_sub_distrib]
      refine Finset.sum_congr rfl fun x _ => ?_
      unfold proposal
      linear_combination (-τ * (normalizer V ψ τ y)⁻¹) * rate_balance hV ψ x y
    have h3 := key (fun x y => (ψ x : ℝ) ^ 2 * rate V ψ x y)
      (fun x => (normalizer V ψ τ x)⁻¹) (rate_balance hV ψ)
      (fun x y => mul_nonneg (sq_nonneg _) (rate_nonneg V ψ x y)) hf x y
    have h4 := (mul_eq_zero.1 h3).resolve_left
      (mul_ne_zero (pow_ne_zero 2 (ψ x).ne_zero) hxy.ne')
    exact inv_injective (sub_eq_zero.1 (pow_eq_zero_iff two_ne_zero |>.1 h4))
  · intro h y
    refine Finset.sum_congr rfl fun x _ => ?_
    have hb := rate_balance hV ψ x y
    unfold proposal
    rcases (rate_nonneg V ψ x y).eq_or_lt with h0 | h0
    · linear_combination (τ / normalizer V ψ τ y) * hb -
        (ψ x : ℝ) ^ 2 * τ * ((normalizer V ψ τ x)⁻¹ - (normalizer V ψ τ y)⁻¹) * h0
    · rw [h x y h0]
      linear_combination (τ / normalizer V ψ τ y) * hb

/-- On two sites with `V 0 1 = V 1 0 = -1`, zero diagonal and `ψ = (1, 2)`, accepting every
proposed T-move does not leave `ψ²` stationary, for any positive time step. -/
theorem two_site_uncorrected {τ : ℝ} (hτ : 0 < τ) (V : Matrix (Fin 2) (Fin 2) ℝ)
    (hV : V = !![0, -1; -1, 0]) (ψ : Fin 2 → ℝˣ) (h0 : (ψ 0 : ℝ) = 1) (h1 : (ψ 1 : ℝ) = 2) :
    ¬ IsStationary (fun x => (ψ x : ℝ) ^ 2) (withStay (proposal V ψ τ)) := by
  have hs : V.IsSymm := Matrix.IsSymm.ext fun i j => by
    fin_cases i <;> fin_cases j <;> simp [hV]
  have r00 : rate V ψ 0 0 = 0 := by simp [rate]
  have r11 : rate V ψ 1 1 = 0 := by simp [rate]
  have r01 : rate V ψ 0 1 = 2 := by norm_num [rate, hV, h0, h1]
  have r10 : rate V ψ 1 0 = 1 / 2 := by norm_num [rate, hV, h0, h1]
  rw [uncorrected_iff hs ψ hτ]
  intro h
  have h2 := h 0 1 (by rw [r01]; norm_num)
  simp only [normalizer, Fin.sum_univ_two, r00, r01, r10, r11] at h2
  linarith

end

end TMoveStationarity
```

```lean
#print axioms TMoveStationarity.accepted_stochastic
-- 'TMoveStationarity.accepted_stochastic' depends on axioms: [propext, Classical.choice, Quot.sound]
#print axioms TMoveStationarity.tmove_stationary
-- 'TMoveStationarity.tmove_stationary' depends on axioms: [propext, Classical.choice, Quot.sound]
#print axioms TMoveStationarity.uncorrected_stationary
-- 'TMoveStationarity.uncorrected_stationary' depends on axioms: [propext, Classical.choice, Quot.sound]
#print axioms TMoveStationarity.two_site_uncorrected
-- 'TMoveStationarity.two_site_uncorrected' depends on axioms: [propext, Classical.choice, Quot.sound]
```

## The jump and its probabilities

The configurations form a finite type `n`, and V is a real matrix indexed by them. For x ≠ y, the T-move rate is

t_xy = max(0, −V_xy ψ_y/ψ_x),

and t_xx = 0. This is `rate`. With a time step τ, the file defines three more quantities:

N_x = 1 + τ ∑_y t_xy  (`normalizer`)

τ t_xy / N_x  (`proposal`)

q_xy = (τ t_xy / N_x) · min(1, N_x/N_y)  (`accepted`)

The function `withStay` turns move probabilities q into a full transition matrix P by giving the remaining probability to staying at x. A walker therefore stays either because no jump was proposed or because the proposed jump was rejected. The first index is the starting configuration and the second the destination, so a weight p is stationary when

∑_x p_x P_xy = p_y for every y,

which is `IsStationary`.

The main theorem, `tmove_stationary`, says that for symmetric V, τ ≥ 0 and at least one configuration, the distribution ψ_x²/∑_z ψ_z² is strictly positive, sums to one and is stationary under P. The companion `accepted_stochastic` shows that P is a genuine transition matrix, with nonnegative entries and rows that sum to one.

## What the matrix V stands for

The off-diagonal elements of V represent the nonlocal part of the pseudopotential, which connects different electron positions. In the short-time, importance-sampled propagator they appear as −τ V_xy ψ_y/ψ_x. Where this is positive it can serve as a jump weight; where it is negative it cannot, and the maximum with zero removes it. DMC methods that use T-moves put the removed part into an effective local potential, which is not modelled here. The diagonal of V plays no role in the jump.

The hypothesis `V.IsSymm` expresses that the potential is Hermitian and real. It is assumed for the finite matrix, and not derived from a particular angular quadrature. The type `ℝˣ` of nonzero reals keeps ψ away from its nodes, so every ratio ψ_y/ψ_x is well defined, while ψ may still change sign between configurations.

The theorem concerns the jump alone. A DMC calculation combines it with drift, diffusion and walker weights, and the weights change the sampled distribution from ψ² to the mixed distribution. Stationarity also says nothing about convergence: if all rates vanish, the walker never moves and every distribution is stationary.

## Equal flows between each pair of configurations

For x ≠ y, the positive factor ψ_x² can be taken inside the maximum:

ψ_x² t_xy = max(0, −V_xy ψ_x ψ_y).

Since V_xy = V_yx, the right-hand side is unchanged when x and y are exchanged. Hence

ψ_x² t_xy = ψ_y² t_yx,

which is trivial for x = y. This is `rate_balance`. Its proof moves the squares inside with `mul_max_of_nonneg` and clears the denominators with `field_simp`.

The rates are nonnegative, so N_x ≥ 1 for τ ≥ 0; the file records the positivity as `normalizer_pos`. The accepted flow from x to y is then

ψ_x² q_xy = τ ψ_x² t_xy · min(1/N_x, 1/N_y) = τ ψ_x² t_xy / max(N_x, N_y).

Both factors that depend on the pair, ψ_x² t_xy and max(N_x, N_y), are symmetric, so

ψ_x² q_xy = ψ_y² q_yx.

This detailed balance is `accepted_balance`. Lean splits the proof according to which normalizer is larger, evaluates both minima, and multiplies the rate balance by τ divided by the larger normalizer.

To pass from pairs to stationarity, insert the definition of P:

∑_x p_x P_xy = ∑_x p_x q_xy + p_y − ∑_x p_y q_yx.

This equals p_y exactly when the inflow ∑_x p_x q_xy equals the outflow ∑_x p_y q_yx. The lemma `stationary_iff_flux` states this equivalence for any p and q. Under detailed balance the two sums agree term by term, and `tmove_stationary` concludes in this way after dividing by ∑_z ψ_z². That sum is positive because ψ has no zeros and there is at least one configuration.

The probabilities are also in order. The total proposal probability is

∑_y τ t_xy / N_x = (N_x − 1)/N_x = 1 − 1/N_x,

which is less than one, and the acceptance factor can only reduce it. The probability left for staying is therefore nonnegative, and adding it makes each row sum to one.

## Accepting every jump leaves ψ²N stationary

If every proposal is accepted, the flow from x to y is divided by N_x and the flow back by N_y, so with the weight ψ² the two can differ. The normalizer cancels if the weight is ψ_x² N_x:

ψ_x² N_x · τ t_xy/N_x = τ ψ_x² t_xy,

which is symmetric. So `uncorrected_stationary` finds ψ²N stationary; as a probability distribution, for a nonempty set, this is ψ_x² N_x / ∑_z ψ_z² N_z.

There remains the question of when ψ² is stationary as well. For τ > 0, `uncorrected_iff` answers that this happens exactly when N_x = N_y for every pair with t_xy > 0. To see this, write s_xy = ψ_x² t_xy and f_x = 1/N_x. Inflow minus outflow at y is

τ ∑_x s_xy (f_x − f_y),

where the symmetry of s has been used. If ψ² is stationary, this vanishes for every y. Multiplying by f_y, summing over y and dividing by τ gives

∑_xy s_xy (f_x − f_y) f_y = 0.

Exchanging the names x and y gives, up to an overall sign,

∑_xy s_xy (f_x − f_y) f_x = 0.

Subtracting the first equation from the second leaves

∑_xy s_xy (f_x − f_y)² = 0.

No term is negative, so each one is zero. Where t_xy > 0, also s_xy > 0, and therefore f_x = f_y and N_x = N_y. In the Lean proof, `hA`, `hB` and `hQ` inside the auxiliary statement `key` are these three sums. Conversely, if N agrees across every link with a positive rate, each pair of flows balances, and pairs with zero rate carry no flow in either direction.

## Two sites with unequal normalizers

The theorem `two_site_uncorrected` takes V_01 = V_10 = −1, zero diagonal and ψ = (1, 2). Then

t_01 = 2, t_10 = 1/2, N_0 = 1 + 2τ, N_1 = 1 + τ/2.

The normalizers differ for every τ > 0 although the sites are linked, so ψ² is not stationary when all jumps are accepted.

The normalized ψ² distribution is (1/5, 4/5). Starting from it, the flows without rejection are

0 → 1: 2τ / (5(1 + 2τ))

1 → 0: 2τ / (5(1 + τ/2)).

The second is larger, so site 0 gains probability. The acceptance step leaves the first flow alone, because N_0 > N_1, and multiplies the second by N_1/N_0, which makes the two equal. Without it, the stationary weight ψ²N gives site 0 the probability (1 + 2τ)/(5 + 4τ), which is 1/3 at τ = 1 and approaches 1/5 as τ → 0. In this two-site model, the missing acceptance step shows up as a time-step error in the sampled distribution.
